# Opposite specific mass shifts in the symmetric and antisymmetric states of two orthonormal orbitals, one with zero mean momentum

Let u and v be orthonormal vectors in ℂᵈ, and let p_k be finitely many Hermitian matrices with ⟨u, p_k u⟩ = 0 for every k. In the unit vectors (u⊗v ± v⊗u)/√2 the momentum coupling has the expectations

⟨Σ_k p_k⊗p_k⟩ = ± Σ_k |⟨u, p_k v⟩|².

Divided by a nuclear mass M > 0, this is the specific mass shift of a two-electron atom to first order, in a model with one fixed pair of orbitals and a finite basis. It raises the spin singlet and lowers the spin triplet by the same amount, and it vanishes only if every transition element ⟨u, p_k v⟩ does.

## Orbitals, pair states and the recoil operator

The type `n` labels an orthonormal one-particle basis, and `ι` labels the momentum components, three of them in space. Both are finite. An orbital is a function `n → ℂ`.

```lean
import Mathlib

open Matrix
open scoped Kronecker

namespace SpecificMassShift

noncomputable section

variable {n ι : Type*} [Fintype n] [Fintype ι]
```

The matrix element is conjugate-linear in its first argument:

⟨a, A b⟩ = Σ_ij conj(a_i) A_ij b_j.

```lean
/-- The matrix element `⟨a, A b⟩`; for `a = b` a unit vector it is the expectation of `A`. -/
def matEl {m : Type*} [Fintype m] (a : m → ℂ) (A : Matrix m m ℂ) (b : m → ℂ) : ℂ :=
  star a ⬝ᵥ (A *ᵥ b)
```

A two-particle orbital state is a function on pairs of basis labels. The product state has the components

(a⊗b)(i, j) = a_i b_j.

```lean
/-- The product state `a ⊗ b`: particle one in orbital `a`, particle two in orbital `b`. -/
def prodState (a b : n → ℂ) : n × n → ℂ := fun x => a x.1 * b x.2
```

A real number ε with ε² = 1 selects the exchange symmetry:

ψ_ε = (u⊗v + ε v⊗u)/√2.

Spin does not appear in the file. Since the full two-electron state must be antisymmetric, the symmetric orbital state ε = 1 goes with the spin singlet and ε = −1 with the triplet.

```lean
/-- The two-particle orbital state `(u ⊗ v + ε v ⊗ u) / √2`. -/
def pairState (ε : ℝ) (u v : n → ℂ) : n × n → ℂ :=
  (((Real.sqrt 2)⁻¹ : ℝ) : ℂ) • (prodState u v + (ε : ℂ) • prodState v u)
```

The coupling of the two momenta is a sum of Kronecker products, with the first factor acting on particle one and the second on particle two.

```lean
/-- The momentum coupling `∑ p_k ⊗ p_k` of two particles. -/
def momentumCoupling (p : ι → Matrix n n ℂ) : Matrix (n × n) (n × n) ℂ :=
  ∑ k, p k ⊗ₖ p k
```

The factor 1/M comes from the recoil of the nucleus. In the centre-of-mass frame the nucleus carries the momentum −(p₁ + p₂), where the subscripts here label the electrons, and its kinetic energy is

(p₁ + p₂)²/(2M) = (p₁² + p₂²)/(2M) + p₁·p₂/M.

The squares give the normal mass shift, which is not treated here. The cross term is the Hughes-Eckart operator, which the file takes as a definition.

```lean
/-- The Hughes-Eckart operator `(1/M) ∑ p_k ⊗ p_k` for nuclear mass `M ≠ 0`. -/
def massShift (M : ℝ) (p : ι → Matrix n n ℂ) : Matrix (n × n) (n × n) ℂ :=
  ((M⁻¹ : ℝ) : ℂ) • momentumCoupling p
```

## Product states factorise

The pair state ψ_ε carries the overall factor 1/√2, whose square is 1/2. The lemma records this as an identity between complex numbers.

```lean
/-- The square of `1/√2`, taken as a complex number, is one half. -/
lemma amplitude_sq : (((Real.sqrt 2)⁻¹ : ℝ) : ℂ) ^ 2 = 1 / 2 := by
  have h : ((Real.sqrt 2)⁻¹) ^ 2 = (1 / 2 : ℝ) := by
    rw [inv_pow, Real.sq_sqrt (by norm_num)]
    norm_num
  rw [← Complex.ofReal_pow, h]
  norm_num
```

The overlap of two product states is a double sum that separates:

⟨a⊗b, c⊗d⟩ = Σ_ij conj(a_i) conj(b_j) c_i d_j = ⟨a, c⟩⟨b, d⟩.

```lean
/-- The overlap of two product states is the product of the one-particle overlaps. -/
lemma prodState_overlap (a b c d : n → ℂ) :
    star (prodState a b) ⬝ᵥ prodState c d = (star a ⬝ᵥ c) * (star b ⬝ᵥ d) := by
  simp only [dotProduct, Pi.star_apply, prodState, Fintype.sum_prod_type,
    Finset.sum_mul_sum, star_mul']
  refine Finset.sum_congr rfl fun i _ => Finset.sum_congr rfl fun j _ => ?_
  ring
```

The action of a Kronecker product separates in the same way:

((A⊗B)(a⊗b))(i, j) = Σ_kl A_ik B_jl a_k b_l = (Aa)_i (Bb)_j.

```lean
/-- The operator `A ⊗ B` acts on a product state one particle at a time. -/
lemma kronecker_prodState (A B : Matrix n n ℂ) (a b : n → ℂ) :
    (A ⊗ₖ B) *ᵥ prodState a b = prodState (A *ᵥ a) (B *ᵥ b) := by
  ext ⟨i, j⟩
  simp only [Matrix.mulVec, dotProduct, prodState, Matrix.kroneckerMap_apply,
    Fintype.sum_prod_type, Finset.sum_mul_sum]
  refine Finset.sum_congr rfl fun k _ => Finset.sum_congr rfl fun l _ => ?_
  ring
```

For Hermitian A we have A_ij = conj(A_ji), and therefore

⟨v, A u⟩ = Σ_ij conj(v_i) A_ij u_j = conj(Σ_ij conj(u_j) A_ji v_i) = conj(⟨u, A v⟩).

The proof exchanges the order of the two sums and then compares them term by term.

```lean
/-- For a Hermitian matrix, exchanging the two states conjugates the matrix element. -/
lemma matEl_conj {A : Matrix n n ℂ} (hA : A.IsHermitian) (u v : n → ℂ) :
    matEl v A u = star (matEl u A v) := by
  simp only [matEl, dotProduct, Matrix.mulVec, Pi.star_apply, star_sum, star_mul',
    star_star, Finset.mul_sum]
  rw [Finset.sum_comm]
  refine Finset.sum_congr rfl fun i _ => Finset.sum_congr rfl fun j _ => ?_
  have h : star (A i j) = A j i := hA.apply j i
  rw [h]
  ring
```

## Exchange symmetry and normalisation

Exchanging the particles gives

ψ_ε(j, i) = (u_j v_i + ε v_j u_i)/√2,

while

ε ψ_ε(i, j) = (ε u_i v_j + ε² v_i u_j)/√2.

The two agree because ε² = 1. This confirms that ε = 1 is the symmetric state and ε = −1 the antisymmetric one.

```lean
omit [Fintype n] in
/-- For `ε² = 1`, exchanging the two particles multiplies the pair state by `ε`. -/
theorem pairState_swap {ε : ℝ} (hε : ε ^ 2 = 1) (u v : n → ℂ) (i j : n) :
    pairState ε u v (j, i) = ε * pairState ε u v (i, j) := by
  have h : (ε : ℂ) ^ 2 = 1 := by exact_mod_cast hε
  simp only [pairState, prodState, Pi.smul_apply, Pi.add_apply, smul_eq_mul]
  linear_combination (-(((Real.sqrt 2)⁻¹ : ℝ) : ℂ) * u j * v i) * h
```

For the norm, the overlaps ⟨u⊗v, v⊗u⟩ and ⟨v⊗u, u⊗v⟩ vanish by orthogonality, which leaves

⟨ψ_ε, ψ_ε⟩ = ½(1 + ε²) = 1.

In Lean, `simp only` expands the overlap into one-particle overlaps, and `linear_combination` inserts the squared amplitude and ε² = 1.

```lean
/-- For orthonormal orbitals and `ε² = 1` the pair state is a unit vector. -/
theorem pairState_unit {ε : ℝ} (hε : ε ^ 2 = 1) {u v : n → ℂ}
    (hu : star u ⬝ᵥ u = 1) (hv : star v ⬝ᵥ v = 1) (huv : star u ⬝ᵥ v = 0) :
    star (pairState ε u v) ⬝ᵥ pairState ε u v = 1 := by
  have h : (ε : ℂ) ^ 2 = 1 := by exact_mod_cast hε
  have hr : ∀ r : ℝ, star (r : ℂ) = r := Complex.conj_ofReal
  have hvu : star v ⬝ᵥ u = 0 := by rw [Matrix.star_dotProduct, huv, star_zero]
  simp only [pairState, star_smul, star_add, smul_dotProduct, dotProduct_smul,
    add_dotProduct, dotProduct_add, prodState_overlap, smul_eq_mul, hr, hu, hv, huv, hvu]
  linear_combination (1 + (ε : ℂ) ^ 2) * amplitude_sq + (1 / 2) * h
```

## Direct and exchange terms

For any one-particle matrix A, four products arise:

⟨u⊗v, (A⊗A)(u⊗v)⟩ = ⟨u, A u⟩⟨v, A v⟩

⟨u⊗v, (A⊗A)(v⊗u)⟩ = ⟨u, A v⟩⟨v, A u⟩

⟨v⊗u, (A⊗A)(u⊗v)⟩ = ⟨v, A u⟩⟨u, A v⟩

⟨v⊗u, (A⊗A)(v⊗u)⟩ = ⟨v, A v⟩⟨u, A u⟩

Their weights are ½, ½ε, ½ε and ½ε². With ε² = 1 they add up to

⟨ψ_ε, (A⊗A) ψ_ε⟩ = ⟨u, A u⟩⟨v, A v⟩ + ε ⟨u, A v⟩⟨v, A u⟩.

Neither Hermiticity nor orthonormality is needed for this identity.

```lean
/-- For `ε² = 1`, the element of `A ⊗ A` in the pair state is a direct term plus `ε` times
an exchange term. -/
theorem direct_add_exchange {ε : ℝ} (hε : ε ^ 2 = 1) (A : Matrix n n ℂ) (u v : n → ℂ) :
    matEl (pairState ε u v) (A ⊗ₖ A) (pairState ε u v) =
      matEl u A u * matEl v A v + ε * (matEl u A v * matEl v A u) := by
  have h : (ε : ℂ) ^ 2 = 1 := by exact_mod_cast hε
  have hr : ∀ r : ℝ, star (r : ℂ) = r := Complex.conj_ofReal
  simp only [matEl, pairState, Matrix.mulVec_smul, Matrix.mulVec_add, kronecker_prodState,
    star_smul, star_add, smul_dotProduct, dotProduct_smul, add_dotProduct, dotProduct_add,
    prodState_overlap, smul_eq_mul, hr]
  -- the four products combine pairwise, by `(1/√2)² = 1/2` and `ε² = 1`
  linear_combination
    ((star u ⬝ᵥ (A *ᵥ u)) * (star v ⬝ᵥ (A *ᵥ v)) * (1 + (ε : ℂ) ^ 2)
      + 2 * ε * ((star u ⬝ᵥ (A *ᵥ v)) * (star v ⬝ᵥ (A *ᵥ u)))) * amplitude_sq
    + (1 / 2) * ((star u ⬝ᵥ (A *ᵥ u)) * (star v ⬝ᵥ (A *ᵥ v))) * h
```

Now set A = p_k. The direct term contains the factor ⟨u, p_k u⟩ = 0, so nothing has to be assumed about ⟨v, p_k v⟩. The condition on u holds, for example, for an orbital of definite parity, because momentum is odd under inversion. Hermiticity turns the exchange term into a squared modulus:

⟨u, p_k v⟩⟨v, p_k u⟩ = ⟨u, p_k v⟩ conj(⟨u, p_k v⟩) = |⟨u, p_k v⟩|².

Summing over k gives

⟨ψ_ε, (Σ_k p_k⊗p_k) ψ_ε⟩ = ε Σ_k |⟨u, p_k v⟩|².

In the proof, `hs` takes the sum out of the matrix element by induction over the components, and `hz` is the identity z conj(z) = |z|².

```lean
/-- For Hermitian `p_k` with `⟨u, p_k u⟩ = 0` and `ε² = 1`, the element of `∑ p_k ⊗ p_k` in
the pair state is `ε ∑ |⟨u, p_k v⟩|²`. -/
theorem coupling_pairState {ε : ℝ} (hε : ε ^ 2 = 1) {p : ι → Matrix n n ℂ}
    (hp : ∀ k, (p k).IsHermitian) {u : n → ℂ} (h0 : ∀ k, matEl u (p k) u = 0) (v : n → ℂ) :
    matEl (pairState ε u v) (momentumCoupling p) (pairState ε u v) =
      ((ε * ∑ k, ‖matEl u (p k) v‖ ^ 2 : ℝ) : ℂ) := by
  classical
  -- the element is additive over the components
  have hs : ∀ s : Finset ι,
      matEl (pairState ε u v) (∑ k ∈ s, p k ⊗ₖ p k) (pairState ε u v) =
        ∑ k ∈ s, matEl (pairState ε u v) (p k ⊗ₖ p k) (pairState ε u v) := by
    intro s
    induction s using Finset.induction_on with
    | empty => simp [matEl]
    | insert a s ha ih =>
      rw [Finset.sum_insert ha, Finset.sum_insert ha, ← ih]
      simp only [matEl, Matrix.add_mulVec, dotProduct_add]
  have hz : ∀ z : ℂ, z * star z = ((‖z‖ ^ 2 : ℝ) : ℂ) := by
    intro z
    rw [← Complex.normSq_eq_norm_sq]
    exact Complex.mul_conj z
  rw [momentumCoupling, hs, Complex.ofReal_mul, Complex.ofReal_sum, Finset.mul_sum]
  refine Finset.sum_congr rfl fun k _ => ?_
  rw [direct_add_exchange hε, h0 k, matEl_conj (hp k) u v, hz, zero_mul, zero_add]
```

## Equal and opposite expectations

Putting ε = 1 and ε = −1 and adding the normalisation gives the result stated at the start. Each half of the theorem contains the unit norm and the value, so the matrix elements are indeed expectations.

```lean
/-- For orthonormal `u, v` and Hermitian `p_k` with `⟨u, p_k u⟩ = 0`, the symmetric and
antisymmetric pair states are unit vectors in which `∑ p_k ⊗ p_k` has the expectations
`+∑ |⟨u, p_k v⟩|²` and `-∑ |⟨u, p_k v⟩|²`. -/
theorem specific_mass_shift {p : ι → Matrix n n ℂ} (hp : ∀ k, (p k).IsHermitian)
    {u v : n → ℂ} (hu : star u ⬝ᵥ u = 1) (hv : star v ⬝ᵥ v = 1) (huv : star u ⬝ᵥ v = 0)
    (h0 : ∀ k, matEl u (p k) u = 0) :
    (star (pairState 1 u v) ⬝ᵥ pairState 1 u v = 1 ∧
      matEl (pairState 1 u v) (momentumCoupling p) (pairState 1 u v) =
        ((∑ k, ‖matEl u (p k) v‖ ^ 2 : ℝ) : ℂ)) ∧
    (star (pairState (-1) u v) ⬝ᵥ pairState (-1) u v = 1 ∧
      matEl (pairState (-1) u v) (momentumCoupling p) (pairState (-1) u v) =
        ((-∑ k, ‖matEl u (p k) v‖ ^ 2 : ℝ) : ℂ)) := by
  refine ⟨⟨pairState_unit (by norm_num) hu hv huv, ?_⟩,
    ⟨pairState_unit (by norm_num) hu hv huv, ?_⟩⟩
  · rw [coupling_pairState (by norm_num) hp h0, one_mul]
  · rw [coupling_pairState (by norm_num) hp h0, neg_one_mul]
```

With S = Σ_k |⟨u, p_k v⟩|², the shifts are +S/M and −S/M. A sum of squared moduli is positive exactly when at least one term is nonzero, and 1/M is positive, so

S/M > 0 ⇔ some ⟨u, p_k v⟩ ≠ 0 ⇔ −S/M < 0.

The inequalities in Lean are written for the real part, since the matrix element is typed as a complex number. The theorem does not require u and v to be orthonormal; when they are, the quantity is the expectation in a unit vector. `hK` is the statement about the sum, and `hE` evaluates the shift for either sign of ε.

```lean
/-- For `M > 0` and Hermitian `p_k` with `⟨u, p_k u⟩ = 0`, the real part of the matrix element of
the Hughes-Eckart operator in `pairState ε u v` is positive for `ε = 1`, and negative for `ε = -1`,
exactly when some `⟨u, p_k v⟩` is nonzero. -/
theorem shift_strict_iff {M : ℝ} (hM : 0 < M) {p : ι → Matrix n n ℂ}
    (hp : ∀ k, (p k).IsHermitian) {u : n → ℂ} (h0 : ∀ k, matEl u (p k) u = 0) (v : n → ℂ) :
    (0 < (matEl (pairState 1 u v) (massShift M p) (pairState 1 u v)).re ↔
      ∃ k, matEl u (p k) v ≠ 0) ∧
    ((matEl (pairState (-1) u v) (massShift M p) (pairState (-1) u v)).re < 0 ↔
      ∃ k, matEl u (p k) v ≠ 0) := by
  have hK : 0 < ∑ k, ‖matEl u (p k) v‖ ^ 2 ↔ ∃ k, matEl u (p k) v ≠ 0 := by
    constructor
    · intro h
      by_contra hn
      have hn' : ∀ k, matEl u (p k) v = 0 := fun k => by
        by_contra hk
        exact hn ⟨k, hk⟩
      simp [hn'] at h
    · rintro ⟨k, hk⟩
      exact Finset.sum_pos' (fun i _ => by positivity)
        ⟨k, Finset.mem_univ k, pow_pos (norm_pos_iff.mpr hk) 2⟩
  have hE : ∀ ε : ℝ, ε ^ 2 = 1 →
      (matEl (pairState ε u v) (massShift M p) (pairState ε u v)).re =
        ε * (M⁻¹ * ∑ k, ‖matEl u (p k) v‖ ^ 2) := by
    intro ε hε
    have h1 : matEl (pairState ε u v) (massShift M p) (pairState ε u v) =
        ((M⁻¹ : ℝ) : ℂ) *
          matEl (pairState ε u v) (momentumCoupling p) (pairState ε u v) := by
      simp only [matEl, massShift, Matrix.smul_mulVec, dotProduct_smul, smul_eq_mul]
    rw [h1, coupling_pairState hε hp h0, ← Complex.ofReal_mul, Complex.ofReal_re]
    ring
  have hM' : 0 < M⁻¹ := inv_pos.mpr hM
  rw [hE 1 (by norm_num), hE (-1) (by norm_num), one_mul, neg_one_mul, neg_lt_zero,
    mul_pos_iff_of_pos_left hM', hK]
  exact ⟨Iff.rfl, Iff.rfl⟩
```

## The shift in a program, and a two-level example

With a real, orthonormalised basis, a program can store the derivative matrices D_k, which are real and antisymmetric when boundary terms vanish. In atomic units p_k = −i D_k, and for real orbitals

S = Σ_k ⟨u, D_k v⟩².

The sign needs care: p_k⊗p_k = −D_k⊗D_k, and the exchange product ⟨u, D_k v⟩⟨v, D_k u⟩ is itself −⟨u, D_k v⟩², so the two minus signs cancel. If the singlet and triplet orbitals are optimised separately, or if configurations are mixed, the two computed shifts need not be opposite.

For a small instance, take u = (1, 0), v = (0, 1) and a single component p with rows (0, −i) and (i, 0). Then

p u = i v, p v = −i u,

so ⟨u, p u⟩ = 0, ⟨u, p v⟩ = −i and S = 1. Directly,

(p⊗p)(u⊗v) = (i v)⊗(−i u) = v⊗u,

and likewise (p⊗p)(v⊗u) = u⊗v. The symmetric state therefore has the eigenvalue +1 and the antisymmetric state −1. If p is scaled by 0.4 and M = 8000, numbers chosen only for easy arithmetic, then S = 0.16 and the shifts are ±0.16/8000 = ±2×10⁻⁵, which contributes 4×10⁻⁵ to the singlet energy minus the triplet energy, all in atomic units.

The last theorem checks that the unscaled example meets the hypotheses and has a nonzero transition element.

```lean
/-- The matrix `p` with rows `(0, -i)`, `(i, 0)` is Hermitian, the vectors `u = (1, 0)` and
`v = (0, 1)` are orthonormal, `⟨u, p u⟩ = 0`, and `⟨u, p v⟩ = -i`. -/
theorem specific_mass_shift_witness :
    (!![0, -Complex.I; Complex.I, 0] : Matrix (Fin 2) (Fin 2) ℂ).IsHermitian ∧
    star (![1, 0] : Fin 2 → ℂ) ⬝ᵥ ![1, 0] = 1 ∧
    star (![0, 1] : Fin 2 → ℂ) ⬝ᵥ ![0, 1] = 1 ∧
    star (![1, 0] : Fin 2 → ℂ) ⬝ᵥ ![0, 1] = 0 ∧
    matEl ![1, 0] !![0, -Complex.I; Complex.I, 0] ![1, 0] = 0 ∧
    matEl ![1, 0] !![0, -Complex.I; Complex.I, 0] ![0, 1] = -Complex.I := by
  refine ⟨Matrix.IsHermitian.ext fun i j => ?_, ?_, ?_, ?_, ?_, ?_⟩
  · fin_cases i <;> fin_cases j <;> simp
  all_goals simp [matEl, Matrix.mulVec, dotProduct, Fin.sum_univ_two]

end

end SpecificMassShift
```

```lean
#print axioms SpecificMassShift.pairState_swap
#print axioms SpecificMassShift.specific_mass_shift
#print axioms SpecificMassShift.shift_strict_iff
```

```
'SpecificMassShift.pairState_swap' depends on axioms: [propext, Classical.choice, Quot.sound]
'SpecificMassShift.specific_mass_shift' depends on axioms: [propext, Classical.choice, Quot.sound]
'SpecificMassShift.shift_strict_iff' depends on axioms: [propext, Classical.choice, Quot.sound]
```
